# The Christoffel-Darboux formula for Hermite polynomials and the kernel of the projector on the lowest oscillator levels

The formal statement has to decide what stands for an oscillator level, and here it is a real polynomial He_k: the Gaussian factor is removed from the wavefunction and put into the weight of the overlap integral. The Christoffel-Darboux theorem holds for the orthogonal polynomials of a general weight, while the version below treats only the Hermite family with the Gaussian weight.

```lean
import Mathlib

open Polynomial MeasureTheory

namespace HermiteChristoffelDarboux

noncomputable section

/-- The raising operator `x - d/dx` acting on real polynomials. -/
def raise (p : ℝ[X]) : ℝ[X] := X * p - derivative p

/-- The Hermite polynomials `He_n`, obtained by applying the raising operator `n` times to `1`. -/
def He : ℕ → ℝ[X]
  | 0 => 1
  | n + 1 => raise (He n)

/-- The kernel `K_n(x, y) = ∑_{k ≤ n} He_k(x) He_k(y) / k!`. -/
def cdKernel (n : ℕ) (x y : ℝ) : ℝ :=
  ∑ k ∈ Finset.range (n + 1), (He k).eval x * (He k).eval y / (k.factorial : ℝ)

/-- The Gaussian weight `exp(-y²/2) / √(2π)`. -/
def gaussWeight (y : ℝ) : ℝ := Real.exp (-(1 / 2) * y ^ 2) / Real.sqrt (2 * Real.pi)

/-- The lowering operator `d/dx` and the raising operator have commutator equal to the
identity on polynomials. -/
theorem lower_raise_commutator (p : ℝ[X]) :
    derivative (raise p) - raise (derivative p) = p := by
  simp only [raise, _root_.map_sub, derivative_mul, derivative_X]
  ring

/-- The ladder construction gives Mathlib's Hermite polynomials, read with real coefficients. -/
theorem He_eq_hermite (n : ℕ) : He n = (hermite n).map (Int.castRingHom ℝ) := by
  induction n with
  | zero =>
    show (1 : ℝ[X]) = _
    simp [hermite_zero]
  | succ n ih =>
    have e : He (n + 1) = raise (He n) := rfl
    rw [hermite_succ, e, ih, raise]
    simp [Polynomial.map_sub, Polynomial.map_mul, derivative_map]

/-- Lowering one level: `d/dx He_(n+1) = (n + 1) He_n`. -/
theorem derivative_He (n : ℕ) : derivative (He (n + 1)) = C ((n : ℝ) + 1) * He n := by
  induction n with
  | zero =>
    show derivative (raise 1) = C (((0 : ℕ) : ℝ) + 1) * 1
    simp [raise]
  | succ n ih =>
    -- commute the derivative through the outermost raising operator
    have h := lower_raise_commutator (He (n + 1))
    have hs : raise (C ((n : ℝ) + 1) * He n) = C ((n : ℝ) + 1) * He (n + 1) := by
      have e : He (n + 1) = raise (He n) := rfl
      rw [e]
      simp only [raise, derivative_mul, derivative_C]
      ring
    rw [ih, hs] at h
    have e2 : He (n + 1 + 1) = raise (He (n + 1)) := rfl
    have hc : C (((n + 1 : ℕ) : ℝ) + 1) = C ((n : ℝ) + 1) + 1 := by simp
    rw [e2, hc]
    linear_combination h

/-- Three-term recurrence: `x He_(n+1)(x) = He_(n+2)(x) + (n + 1) He_n(x)`. -/
theorem He_recurrence (n : ℕ) (x : ℝ) :
    x * (He (n + 1)).eval x = (He (n + 2)).eval x + ((n : ℝ) + 1) * (He n).eval x := by
  have e : He (n + 2) = raise (He (n + 1)) := rfl
  rw [e, raise, derivative_He]
  simp only [eval_sub, eval_mul, eval_X, eval_C]
  ring

/-- Christoffel-Darboux formula:
`(x - y) K_n(x, y) = (He_(n+1)(x) He_n(y) - He_n(x) He_(n+1)(y)) / n!`. -/
theorem christoffel_darboux (n : ℕ) (x y : ℝ) :
    (x - y) * cdKernel n x y =
      ((He (n + 1)).eval x * (He n).eval y - (He n).eval x * (He (n + 1)).eval y)
        / (n.factorial : ℝ) := by
  induction n with
  | zero =>
    have h0 : He 0 = 1 := rfl
    have h1 : He 1 = X := by
      show raise 1 = X
      simp [raise]
    simp [cdKernel, h0, h1]
  | succ n ih =>
    have hk : cdKernel (n + 1) x y = cdKernel n x y +
        (He (n + 1)).eval x * (He (n + 1)).eval y / ((n + 1).factorial : ℝ) :=
      Finset.sum_range_succ _ (n + 1)
    -- the recurrence at both points makes the sum telescope
    have hx : (He (n + 1 + 1)).eval x
        = x * (He (n + 1)).eval x - ((n : ℝ) + 1) * (He n).eval x :=
      eq_sub_of_add_eq (He_recurrence n x).symm
    have hy : (He (n + 1 + 1)).eval y
        = y * (He (n + 1)).eval y - ((n : ℝ) + 1) * (He n).eval y :=
      eq_sub_of_add_eq (He_recurrence n y).symm
    have hf : (n.factorial : ℝ) ≠ 0 := by positivity
    have hn : (n : ℝ) + 1 ≠ 0 := by positivity
    rw [hk, mul_add, ih, Nat.factorial_succ, hx, hy]
    push_cast
    field_simp
    ring

/-- Confluent Christoffel-Darboux formula on the diagonal:
`K_n(x, x) = (He_(n+1)'(x) He_n(x) - He_n'(x) He_(n+1)(x)) / n!`. -/
theorem christoffel_darboux_confluent (n : ℕ) (x : ℝ) :
    cdKernel n x x =
      ((derivative (He (n + 1))).eval x * (He n).eval x
        - (derivative (He n)).eval x * (He (n + 1)).eval x) / (n.factorial : ℝ) := by
  induction n with
  | zero =>
    have h0 : He 0 = 1 := rfl
    have h1 : He 1 = X := by
      show raise 1 = X
      simp [raise]
    simp [cdKernel, h0, h1]
  | succ n ih =>
    have hk : cdKernel (n + 1) x x = cdKernel n x x +
        (He (n + 1)).eval x * (He (n + 1)).eval x / ((n + 1).factorial : ℝ) :=
      Finset.sum_range_succ _ (n + 1)
    have hx : (He (n + 1 + 1)).eval x
        = x * (He (n + 1)).eval x - ((n : ℝ) + 1) * (He n).eval x :=
      eq_sub_of_add_eq (He_recurrence n x).symm
    -- express everything through He_n(x) and He_(n+1)(x)
    have hb : (derivative (He n)).eval x = x * (He n).eval x - (He (n + 1)).eval x := by
      have e : He (n + 1) = raise (He n) := rfl
      rw [e, raise]
      simp only [eval_sub, eval_mul, eval_X]
      ring
    have hf : (n.factorial : ℝ) ≠ 0 := by positivity
    have hn : (n : ℝ) + 1 ≠ 0 := by positivity
    rw [hk, ih, hb, derivative_He (n + 1), derivative_He n, Nat.factorial_succ, hx]
    simp only [eval_mul, eval_C]
    push_cast
    field_simp
    ring

/-- Neighbouring Hermite polynomials `He_n` and `He_(n+1)` have no common real zero. -/
theorem no_common_zero (n : ℕ) (x : ℝ) :
    ¬ ((He n).eval x = 0 ∧ (He (n + 1)).eval x = 0) := by
  rintro ⟨ha, hb⟩
  have h := christoffel_darboux_confluent n x
  rw [ha, hb] at h
  -- the diagonal kernel is a sum of squares whose lowest term equals one
  have hpos : 0 < cdKernel n x x := by
    unfold cdKernel
    apply Finset.sum_pos'
    · intro k _
      exact div_nonneg (mul_self_nonneg _) (Nat.cast_nonneg _)
    · refine ⟨0, Finset.mem_range.mpr (Nat.succ_pos n), ?_⟩
      have h0 : He 0 = 1 := rfl
      simp [h0]
  rw [h] at hpos
  simp at hpos

/-- Every real polynomial times the Gaussian weight is integrable on the real line. -/
theorem integrable_mul_gaussWeight (p : ℝ[X]) :
    Integrable (fun y : ℝ => p.eval y * gaussWeight y) := by
  refine Polynomial.induction_on' p (fun p q hp hq => ?_) (fun k a => ?_)
  · refine (hp.add hq).congr (Filter.Eventually.of_forall fun y => ?_)
    simp only [Pi.add_apply, eval_add, add_mul]
  · have hb : (0 : ℝ) < 1 / 2 := by norm_num
    have hk : (0 : ℝ) ≤ (k : ℝ) := Nat.cast_nonneg k
    have hs : (-1 : ℝ) < (k : ℝ) := by linarith
    have h := (integrable_rpow_mul_exp_neg_mul_sq hb hs).const_mul
      (a / Real.sqrt (2 * Real.pi))
    refine h.congr (Filter.Eventually.of_forall fun y => ?_)
    simp only [eval_monomial, gaussWeight, Real.rpow_natCast]
    ring

/-- With the Gaussian weight the raising operator is adjoint to `d/dx` on polynomials. -/
theorem raise_adjoint (p q : ℝ[X]) :
    ∫ y, (raise p).eval y * q.eval y * gaussWeight y
      = ∫ y, p.eval y * (derivative q).eval y * gaussWeight y := by
  have hw : ∀ y : ℝ, HasDerivAt gaussWeight (-y * gaussWeight y) y := by
    intro y
    have h2 : HasDerivAt (fun t : ℝ => t ^ 2) (2 * y) y := by
      simpa using hasDerivAt_pow 2 y
    have h1 : HasDerivAt (fun t : ℝ => -(1 / 2) * t ^ 2) (-y) y :=
      (h2.const_mul (-(1 / 2) : ℝ)).congr_deriv (by ring)
    have h3 := h1.exp.div_const (Real.sqrt (2 * Real.pi))
    exact h3.congr_deriv (by simp only [gaussWeight]; ring)
  -- the difference of the two integrands is the total derivative of p q w
  have hd : ∀ y : ℝ, HasDerivAt (fun t : ℝ => (p * q).eval t * gaussWeight t)
      ((p * derivative q - raise p * q).eval y * gaussWeight y) y := by
    intro y
    refine (((p * q).hasDerivAt y).fun_mul (hw y)).congr_deriv ?_
    simp only [raise, derivative_mul, eval_add, eval_sub, eval_mul, eval_X]
    ring
  have h0 := integral_eq_zero_of_hasDerivAt_of_integrable hd
    (integrable_mul_gaussWeight _) (integrable_mul_gaussWeight _)
  have hsub := integral_sub (integrable_mul_gaussWeight (p * derivative q))
    (integrable_mul_gaussWeight (raise p * q))
  simp only [eval_sub, eval_mul, sub_mul] at h0 hsub
  linarith

/-- Orthogonality: the Gaussian-weighted overlap of `He_m` and `He_n` is `n!` for `m = n`
and zero otherwise. -/
theorem He_orthogonal (m n : ℕ) :
    ∫ y, (He m).eval y * (He n).eval y * gaussWeight y
      = if m = n then (n.factorial : ℝ) else 0 := by
  have h0 : He 0 = 1 := rfl
  have hnorm : ∫ y, gaussWeight y = 1 := by
    show ∫ y : ℝ, Real.exp (-(1 / 2) * y ^ 2) / Real.sqrt (2 * Real.pi) = 1
    have hs : 0 < Real.sqrt (2 * Real.pi) := Real.sqrt_pos.mpr (by positivity)
    have hp : Real.pi / (1 / 2) = 2 * Real.pi := by ring
    rw [integral_div, integral_gaussian (1 / 2), hp, div_self hs.ne']
  induction m generalizing n with
  | zero =>
    cases n with
    | zero => simpa [h0] using hnorm
    | succ n =>
      have h := raise_adjoint (He n) 1
      have e : He (n + 1) = raise (He n) := rfl
      have hne : ¬ (0 = n + 1) := by omega
      rw [if_neg hne, e, h0]
      simpa using h
  | succ m ih =>
    -- move one raising operator across, where it lowers He_n
    have e : He (m + 1) = raise (He m) := rfl
    rw [e, raise_adjoint (He m) (He n)]
    cases n with
    | zero => simp [h0]
    | succ n =>
      rw [derivative_He]
      have hc : ∀ y : ℝ, (He m).eval y * (C ((n : ℝ) + 1) * He n).eval y * gaussWeight y
          = ((n : ℝ) + 1) * ((He m).eval y * (He n).eval y * gaussWeight y) := by
        intro y
        simp only [eval_mul, eval_C]
        ring
      simp only [hc]
      rw [integral_const_mul, ih n]
      by_cases h : m = n
      · simp [h, Nat.factorial_succ]
      · simp [h]

/-- Integrated against the Gaussian weight, the kernel `K_n` reproduces `He_m` for `m ≤ n`
and annihilates it for `m > n`. -/
theorem cdKernel_projects (n m : ℕ) (x : ℝ) :
    ∫ y, cdKernel n x y * (He m).eval y * gaussWeight y
      = if m ≤ n then (He m).eval x else 0 := by
  have hterm : ∀ y : ℝ, cdKernel n x y * (He m).eval y * gaussWeight y
      = ∑ k ∈ Finset.range (n + 1), (He k).eval x / (k.factorial : ℝ) *
          ((He k).eval y * (He m).eval y * gaussWeight y) := by
    intro y
    simp only [cdKernel, Finset.sum_mul]
    exact Finset.sum_congr rfl fun k _ => by ring
  have hint : ∀ k ∈ Finset.range (n + 1), Integrable (fun y : ℝ =>
      (He k).eval x / (k.factorial : ℝ) *
        ((He k).eval y * (He m).eval y * gaussWeight y)) := by
    intro k _
    have h := (integrable_mul_gaussWeight (He k * He m)).const_mul
      ((He k).eval x / (k.factorial : ℝ))
    simpa only [eval_mul] using h
  simp only [hterm]
  rw [MeasureTheory.integral_finsetSum _ hint]
  -- orthogonality leaves only the term k = m
  simp only [integral_const_mul, He_orthogonal]
  simp only [mul_ite, mul_zero, Finset.sum_ite_eq', Finset.mem_range]
  have hf : (m.factorial : ℝ) ≠ 0 := by positivity
  by_cases h : m ≤ n
  · have h' : m < n + 1 := by omega
    rw [if_pos h', if_pos h]
    field_simp
  · have h' : ¬ m < n + 1 := by omega
    rw [if_neg h', if_neg h]

/-- The kernel is idempotent under Gaussian-weighted composition:
`∫ K_n(x, y) K_n(y, z) w(y) dy = K_n(x, z)`. -/
theorem cdKernel_idempotent (n : ℕ) (x z : ℝ) :
    ∫ y, cdKernel n x y * cdKernel n y z * gaussWeight y = cdKernel n x z := by
  have hterm : ∀ y : ℝ, cdKernel n x y * cdKernel n y z * gaussWeight y
      = ∑ m ∈ Finset.range (n + 1), (He m).eval z / (m.factorial : ℝ) *
          (cdKernel n x y * (He m).eval y * gaussWeight y) := by
    intro y
    have e : cdKernel n y z = ∑ m ∈ Finset.range (n + 1),
        (He m).eval y * (He m).eval z / (m.factorial : ℝ) := rfl
    rw [e, Finset.mul_sum, Finset.sum_mul]
    exact Finset.sum_congr rfl fun k _ => by ring
  -- for fixed x the kernel is a polynomial in y
  obtain ⟨P, hP⟩ : ∃ P : ℝ[X], ∀ y : ℝ, cdKernel n x y = P.eval y := by
    refine ⟨∑ k ∈ Finset.range (n + 1), C ((He k).eval x / (k.factorial : ℝ)) * He k,
      fun y => ?_⟩
    simp only [cdKernel, Polynomial.eval_finsetSum, eval_mul, eval_C]
    exact Finset.sum_congr rfl fun k _ => by ring
  have hint : ∀ m ∈ Finset.range (n + 1), Integrable (fun y : ℝ =>
      (He m).eval z / (m.factorial : ℝ) *
        (cdKernel n x y * (He m).eval y * gaussWeight y)) := by
    intro m _
    have h := (integrable_mul_gaussWeight (P * He m)).const_mul
      ((He m).eval z / (m.factorial : ℝ))
    simpa only [eval_mul, hP] using h
  simp only [hterm]
  rw [MeasureTheory.integral_finsetSum _ hint]
  simp only [integral_const_mul, cdKernel_projects]
  unfold cdKernel
  refine Finset.sum_congr rfl fun m hm => ?_
  have hle : m ≤ n := Nat.lt_succ_iff.mp (Finset.mem_range.mp hm)
  rw [if_pos hle]
  ring

end

end HermiteChristoffelDarboux
```

```lean
#print axioms HermiteChristoffelDarboux.christoffel_darboux
#print axioms HermiteChristoffelDarboux.christoffel_darboux_confluent
#print axioms HermiteChristoffelDarboux.no_common_zero
#print axioms HermiteChristoffelDarboux.cdKernel_idempotent
```

```
'HermiteChristoffelDarboux.christoffel_darboux' depends on axioms: [propext, Classical.choice, Quot.sound]
'HermiteChristoffelDarboux.christoffel_darboux_confluent' depends on axioms: [propext, Classical.choice, Quot.sound]
'HermiteChristoffelDarboux.no_common_zero' depends on axioms: [propext, Classical.choice, Quot.sound]
'HermiteChristoffelDarboux.cdKernel_idempotent' depends on axioms: [propext, Classical.choice, Quot.sound]
```

## What the statements say

The type `ℝ[X]` is the space of polynomials in one variable with real coefficients, `derivative` is d/dx on it, and `(He k).eval x` is the number He_k(x). The definition `raise` is the operator

a†p = x p − p′,

and `He` is the sequence He_0 = 1, He_(n+1) = a†He_n, which begins 1, x, x² − 1, x³ − 3x. The theorem `He_eq_hermite` identifies this sequence with Mathlib's `hermite n`, whose integer coefficients are sent to the reals by `Int.castRingHom ℝ`. These are the monic Hermite polynomials written He, not the H_n with leading coefficient 2ⁿ. The remaining two definitions are

K_n(x, y) = ∑_(k=0..n) He_k(x) He_k(y) / k!,

w(y) = exp(−y²/2) / √(2π),

named `cdKernel` and `gaussWeight`. The index set `Finset.range (n + 1)` is {0, …, n}, so K_n contains n + 1 levels.

The main theorem `christoffel_darboux` states, for every natural n and all real x and y with no further hypothesis,

(x − y) K_n(x, y) = [He_(n+1)(x) He_n(y) − He_n(x) He_(n+1)(y)] / n!.

The factor x − y multiplies the kernel, so x = y is allowed, but there the identity reduces to 0 = 0. The diagonal is given by `christoffel_darboux_confluent`:

K_n(x, x) = [He_(n+1)′(x) He_n(x) − He_n′(x) He_(n+1)(x)] / n!.

Its consequence `no_common_zero` says that no real x is a zero of both He_n and He_(n+1).

The integral statements use the overlap ⟨p, q⟩ = ∫ p(y) q(y) w(y) dy, a Lebesgue integral over the whole real line. `raise_adjoint` is ⟨a†p, q⟩ = ⟨p, q′⟩ for all real polynomials p and q, and `He_orthogonal` is ⟨He_m, He_n⟩ = n! δ_mn. `cdKernel_projects` states that ∫ K_n(x, y) He_m(y) w(y) dy equals He_m(x) when m ≤ n and zero when m > n. `cdKernel_idempotent` states

∫ K_n(x, y) K_n(y, z) w(y) dy = K_n(x, z).

Lean assigns the value zero to the integral of a non-integrable function, which could make a claim such as "the overlap vanishes" empty. That reading is excluded by `integrable_mul_gaussWeight`, since every integrand above is a polynomial in y times w and is therefore integrable.

## The physics it encodes

The dictionary in this section, from polynomials to wavefunctions, is supplied by hand and has no counterpart among the theorems. Take a one-dimensional oscillator of mass M, angular frequency ω and position s, with the dimensionless coordinate ξ = s √(Mω/ħ), and set x = √2 ξ. The ladder operators on wavefunctions become a = x/2 + d/dx and a† = x/2 − d/dx. For a state ψ = p √w, with √w proportional to exp(−x²/4), one finds aψ = p′ √w and a†ψ = (x p − p′) √w. On the polynomial factor, lowering is therefore `derivative` and raising is `raise`, their sum is multiplication by x, and two states p √w and q √w have the overlap ∫ p q w dx = ⟨p, q⟩. The normalised levels are

ψ_k(x) = He_k(x) √w(x) / √(k!),

and the projector P_n on levels 0 to n has the position kernel

P_n(x, y) = ∑_(k=0..n) ψ_k(x) ψ_k(y) = √w(x) K_n(x, y) √w(y).

Multiplying the Christoffel-Darboux identity by √w(x) √w(y) turns its left side into the kernel of the commutator of position with the projector:

[x, P_n] = √(n+1) ( |n+1⟩⟨n| − |n⟩⟨n+1| ).

Position connects only neighbouring levels, so the commutator involves just the pair of levels on either side of the cutoff. For n + 1 non-interacting spinless fermions in a one-dimensional harmonic trap, P_n(x, y) is the ground-state one-body density matrix and w(x) K_n(x, x) is the density, both in the scaled coordinate x; apart from the Gaussian weight, the factor 1/n! and, for x ≠ y, the division by x − y, the two formulas express them through He_n, He_(n+1) and their derivatives, and `cdKernel_idempotent` corresponds to the idempotency of the density matrix of a single determinant.

Several things lie beyond the statements. No Hamiltonian, eigenvalue or Hilbert space appears. Adjointness is an identity of integrals for polynomials and says nothing about operator domains. The projection property is proved on each He_m separately, and not for a general square-integrable function. Completeness of the Hermite functions is not proved either: orthogonality already makes K_n the kernel of the orthogonal projection onto the span of He_0, …, He_n, while completeness is what would identify the functions it annihilates with the closed span of the levels above n. Nothing is said about the limit n → ∞, about complex zeros, or about the interlacing of zeros.

The theorems have no hypotheses to remove, but they depend on their normalisations. With the polynomials H_k substituted for He_k the identity fails at n = 0, where the left side is x − y and the right side is H_1(x) − H_1(y) = 2(x − y). With the factor 1/√(2π) removed from the weight, idempotency fails at n = 0, since K_0 = 1 and ∫ exp(−y²/2) dy = √(2π) ≠ 1.

## Why it is true: the algebra

The commutator of lowering and raising follows from the product rule:

(x p − p′)′ − (x p′ − p″) = p + x p′ − p″ − x p′ + p″ = p.

This is `lower_raise_commutator`, where `simp only` expands the derivative and `ring` cancels the terms.

The lowering rule He_(n+1)′ = (n+1) He_n is proved by induction. It starts from He_1 = x, He_1′ = 1. For the step, the derivative is moved through the outermost a†:

He_(n+2)′ = a†(He_(n+1)′) + He_(n+1) = (n+1) a†He_n + He_(n+1) = (n+2) He_(n+1).

In `derivative_He` the commutator applied to He_(n+1) is `h`, the passage of the constant n + 1 through a† is `hs`, and `linear_combination h` performs the last addition. Inserting the rule into He_(n+2) = x He_(n+1) − He_(n+1)′ and evaluating at a point gives `He_recurrence`:

x He_(n+1)(x) = He_(n+2)(x) + (n+1) He_n(x).

For the main formula write W_n = He_(n+1)(x) He_n(y) − He_n(x) He_(n+1)(y). At n = 0 one has K_0 = 1 and W_0 = x − y. In W_(n+1), replace He_(n+2)(x) and He_(n+2)(y) by the recurrence:

W_(n+1) = [x He_(n+1)(x) − (n+1) He_n(x)] He_(n+1)(y) − He_(n+1)(x) [y He_(n+1)(y) − (n+1) He_n(y)]

W_(n+1) = (x − y) He_(n+1)(x) He_(n+1)(y) + (n+1) W_n.

Division by (n+1)! gives

W_(n+1)/(n+1)! = W_n/n! + (x − y) He_(n+1)(x) He_(n+1)(y)/(n+1)!,

and the last term is x − y times the term by which K_(n+1) exceeds K_n, so the sum telescopes. As a check, n = 1 reads (x − y)(1 + xy) = (x² − 1) y − x (y² − 1), and both sides equal x²y − xy² + x − y. In the Lean proof `hk` splits off the top term of the kernel, `hx` and `hy` are the recurrence at the two points, `Nat.factorial_succ` writes (n+1)! = (n+1) n!, and after `field_simp` has cleared the nonzero denominators `ring` verifies the displayed identity.

By hand the diagonal formula comes from differentiating the main identity in x and setting y = x. The Lean proof runs a second induction, which needs no differentiation of the kernel. Let V_n be the numerator He_(n+1)′ He_n − He_n′ He_(n+1) at x, and put A = He_n(x), B = He_(n+1)(x). The definition of a† gives He_n′(x) = xA − B, which is `hb`, the lowering rule gives He_(n+1)′(x) = (n+1)A and He_(n+2)′(x) = (n+2)B, and the recurrence gives He_(n+2)(x) = xB − (n+1)A. Then

V_n = (n+1)A² − xAB + B²,

V_(n+1) = (n+2)B² − (n+1)xAB + (n+1)²A² = (n+1)V_n + B².

Hence V_(n+1)/(n+1)! = V_n/n! + B²/(n+1)!, which is the increment of K_n(x, x), and the base case is K_0 = 1 = V_0.

If He_n(x) and He_(n+1)(x) both vanished, V_n would vanish and so would K_n(x, x). But K_n(x, x) is a sum of squares divided by factorials, and its k = 0 term is 1. In `no_common_zero` this positivity is `hpos`, obtained from `Finset.sum_pos'` with all terms non-negative and the term k = 0 positive.

## Why it is true: the integrals

The integral theorems do not use the Christoffel-Darboux formula; what they take from the algebra above is the lowering rule. Integrability of p w is reduced by `Polynomial.induction_on'` to sums and monomials. A sum of integrable functions is integrable, and for a monomial the Mathlib result `integrable_rpow_mul_exp_neg_mul_sq` covers y^k exp(−y²/2), given that 1/2 > 0 and k > −1.

Adjointness is integration by parts. Since w′ = −y w,

(p q w)′ = (p′q + p q′ − y p q) w = [p q′ − (a†p) q] w.

The integral of this total derivative over the line is zero, so ⟨a†p, q⟩ = ⟨p, q′⟩. In `raise_adjoint`, `hw` is the derivative of the weight and `hd` is the displayed line. The vanishing of the boundary term is `integral_eq_zero_of_hasDerivAt_of_integrable`, which requires both p q w and its derivative to be integrable; each is a polynomial times w. Then `integral_sub` separates the two integrals and `linarith` rearranges.

Orthogonality has four cases. The Gaussian integral ∫ exp(−y²/2) dy = √(2π) gives ⟨He_0, He_0⟩ = 1, which is `hnorm`, taken from `integral_gaussian (1 / 2)`. When exactly one index is zero, moving a† across lands the derivative on the constant 1:

⟨a†He_n, 1⟩ = ⟨He_n, 1′⟩ = 0.

When both are positive,

⟨He_(m+1), He_(n+1)⟩ = ⟨He_m, He_(n+1)′⟩ = (n+1) ⟨He_m, He_n⟩.

Both indices drop by one at each step, which is the reason for `induction m generalizing n`. Equal indices reach ⟨He_0, He_0⟩ with the accumulated factor n!, and unequal ones reach a vanishing case.

For the projection, expand the kernel and exchange the finite sum with the integral:

∫ K_n(x, y) He_m(y) w(y) dy = ∑_(k=0..n) [He_k(x)/k!] ⟨He_k, He_m⟩ = ∑_(k=0..n) [He_k(x)/k!] m! δ_km.

The term k = m is present only if m ≤ n, and it then equals He_m(x). In `cdKernel_projects`, `hterm` is the expansion of the integrand, `hint` is the termwise integrability demanded by `MeasureTheory.integral_finsetSum`, and `Finset.sum_ite_eq'` evaluates the sum over the Kronecker delta.

Idempotency follows by expanding the second kernel and applying the projection to each term, all of which have m ≤ n:

∫ K_n(x, y) K_n(y, z) w(y) dy = ∑_(m=0..n) [He_m(z)/m!] ∫ K_n(x, y) He_m(y) w(y) dy = ∑_(m=0..n) He_m(x) He_m(z)/m!.

The right side is K_n(x, z). To justify the exchange, `cdKernel_idempotent` first exhibits, in `hP`, a polynomial P with K_n(x, y) = P(y) at fixed x, so that each integrand is a constant multiple of `P * He m` times the weight, and `hle` supplies m ≤ n to select the reproducing branch of `cdKernel_projects`.
